# Coupling redefinitions a ↦ a/(1 + ca) compose, away from their poles, by adding the constants

A scheme change with a finite constant `c` is modelled as the map `newCoupling c a = a / (1 + c * a)` on a single real coupling `a`; the map is taken as an exact definition, and no dynamics enters. The theorem `newCoupling_comp` states that for real `c`, `d`, `a` with 1 + ca ≠ 0 and 1 + (c + d)a ≠ 0, the intermediate denominator 1 + da′, with a′ = a/(1 + ca), is nonzero, and that changing scheme by `c` and then by `d` gives the same coupling as one change by `c + d`. The attempt rests on the auxiliary identity `hden`, 1 + da′ = (1 + (c + d)a)/(1 + ca), from which both parts are derived with `div_ne_zero` and `div_div_div_cancel_right₀`. It tries to prove `hden` by unfolding the definition, clearing denominators with `field_simp`, and closing with `ring`.

The first attempt, which Lean rejects:

```lean
import Mathlib

open Filter Topology Finset

namespace SchemeChange

noncomputable section

/-- Coupling `a' = a / (1 + c a)` after a scheme change with finite constant `c`. -/
def newCoupling (c a : ℝ) : ℝ := a / (1 + c * a)

/-- Two successive scheme changes with constants `c` and `d` equal one with constant `c + d`: if `1
+ c a` and `1 + (c + d) a` are nonzero, the intermediate denominator `1 + d a'` is nonzero and the
couplings agree. -/
theorem newCoupling_comp (c d a : ℝ) (hc : 1 + c * a ≠ 0) (hcd : 1 + (c + d) * a ≠ 0) :
    1 + d * newCoupling c a ≠ 0 ∧
      newCoupling d (newCoupling c a) = newCoupling (c + d) a := by
  have hden : 1 + d * newCoupling c a = (1 + (c + d) * a) / (1 + c * a) := by
    unfold newCoupling
    field_simp
    ring
  refine ⟨?_, ?_⟩
  · rw [hden]
    exact div_ne_zero hcd hc
  · change newCoupling c a / (1 + d * newCoupling c a) = _
    rw [hden]
    unfold newCoupling
    exact div_div_div_cancel_right₀ hc _ _

end

end SchemeChange
```

Messages:

```
Try this:
  [apply] ring_nf
  
  The `ring` tactic failed to close the goal. Use `ring_nf` to obtain a normal form.
    
  Note that `ring` works primarily in *commutative* rings. If you have a noncommutative ring, abelian group or module, consider using `noncomm_ring`, `abel` or `module` instead.
Main.lean:18:75: error: unsolved goals
c d a : ℝ
hc : 1 + c * a ≠ 0
hcd : 1 + (c + d) * a ≠ 0
⊢ 1 + d * a * (1 + a * c)⁻¹ = d * a * (1 + a * c)⁻¹ + a * c * (1 + a * c)⁻¹ + (1 + a * c)⁻¹
```

What went wrong. Both messages concern `hden`. The first says that `ring` did not close the goal and fell back to `ring_nf`; the error shows the normalised goal left open. It still contains `(1 + a * c)⁻¹`, so `field_simp` had not cleared the denominator; the messages do not show why. After the common term `d * a * (1 + a * c)⁻¹` is cancelled, what remains is 1 = (1 + ac)·(1 + ac)⁻¹. `ring` does not use hypotheses such as `hc`, and without `hc` the equation can fail: at ac = −1 Lean's `0⁻¹ = 0` makes it 1 = 0.

The repair supplies `hc` explicitly twice. `div_mul_cancel₀ a hc` gives `h : newCoupling c a * (1 + c * a) = a`, accepted because the definition unfolds to the quotient, so `unfold` is dropped. `rw [eq_div_iff hc]` turns the goal into `(1 + d * newCoupling c a) * (1 + c * a) = 1 + (c + d) * a`. With `newCoupling c a` kept as an atom, no inverse appears, and the difference of the two sides is `d` times that of `h`, a polynomial identity which `linear_combination d * h` checks.

The mended proof, as a diff:

```diff
@@ -17,7 +17,7 @@
       newCoupling d (newCoupling c a) = newCoupling (c + d) a := by
   have hden : 1 + d * newCoupling c a = (1 + (c + d) * a) / (1 + c * a) := by
-    unfold newCoupling
-    field_simp
-    ring
+    have h : newCoupling c a * (1 + c * a) = a := div_mul_cancel₀ a hc
+    rw [eq_div_iff hc]
+    linear_combination d * h
   refine ⟨?_, ?_⟩
   · rw [hden]
```
